# Among Hermitian occupation matrices of given trace, tr n(1 − n) is largest only at equal occupation

The lemma `trace_le_and_eq_iff` concerns a Hermitian occupation matrix n on a finite, nonempty set of d orbitals, with electron number N = tr n. It states that tr n(1 − n) is at most N(1 − N/d), with equality exactly when n is (N/d) times the identity, so that every orbital holds the same occupation and there are no off-diagonal entries. The eigenvalues of n are not required to lie between 0 and 1. The attempt starts from an identity proved earlier in the file, by which the bound exceeds tr n(1 − n) by the sum of the squared moduli of the entries of n − (N/d)1. That sum is never negative, which gives the inequality, and it vanishes only if every entry does, which gives the equality case.

Lean 4 with Mathlib refuses this proof:

```lean
import Mathlib

open Matrix

namespace EqualOccupationPenalty

noncomputable section

variable {m : Type*} [Fintype m] [DecidableEq m]

/-- The electron number of an occupation matrix: the real part of its trace. -/
def electronNumber (n : Matrix m m ℂ) : ℝ := n.trace.re

/-- The occupation matrix `(N/d) 1` that spreads `N` electrons equally over `d` orbitals,
for a nonempty set of orbitals. -/
def equalOccupation (N : ℝ) : Matrix m m ℂ :=
  ((N / (Fintype.card m : ℝ) : ℝ) : ℂ) • (1 : Matrix m m ℂ)

omit [Fintype m] in
/-- A real multiple of the identity is Hermitian. -/
theorem scalar_isHermitian (c : ℝ) : ((c : ℂ) • (1 : Matrix m m ℂ)).IsHermitian := by
  unfold Matrix.IsHermitian
  rw [Matrix.conjTranspose_smul, Matrix.conjTranspose_one, Complex.star_def,
    Complex.conj_ofReal]

omit [DecidableEq m] in
/-- The trace of the square of a Hermitian matrix is the sum of the squared moduli of
its entries. -/
theorem trace_sq_eq_sum {A : Matrix m m ℂ} (hA : A.IsHermitian) :
    (A * A).trace.re = ∑ i, ∑ j, Complex.normSq (A i j) := by
  simp only [Matrix.trace, Matrix.diag_apply, Matrix.mul_apply, Complex.re_sum]
  refine Finset.sum_congr rfl fun i _ => Finset.sum_congr rfl fun j _ => ?_
  rw [← hA.apply j i, Complex.star_def, Complex.mul_conj, Complex.ofReal_re]

/-- For a Hermitian matrix `n` with trace `N` on `d` orbitals, the trace of `n(1 - n)` equals `N(1 -
N/d)` minus the sum of the squared moduli of the entries of `n - (N/d) 1`. -/
theorem trace_eq_sub_deviation [Nonempty m] {n : Matrix m m ℂ} (hn : n.IsHermitian) :
    (n * (1 - n)).trace.re =
      electronNumber n * (1 - electronNumber n / (Fintype.card m : ℝ)) -
        ∑ i, ∑ j, Complex.normSq
          ((n - equalOccupation (electronNumber n) : Matrix m m ℂ) i j) := by
  have hd : (Fintype.card m : ℝ) ≠ 0 := Nat.cast_ne_zero.mpr Fintype.card_ne_zero
  have hc := div_mul_cancel₀ n.trace.re hd
  unfold electronNumber equalOccupation
  -- from here on `c` is the mean occupation `N/d`
  generalize n.trace.re / (Fintype.card m : ℝ) = c at hc ⊢
  rw [← trace_sq_eq_sum (hn.sub (scalar_isHermitian c))]
  have hexp : (n - (c : ℂ) • (1 : Matrix m m ℂ)) * (n - (c : ℂ) • (1 : Matrix m m ℂ)) =
      n * n - ((2 * c : ℝ) : ℂ) • n + ((c * c : ℝ) : ℂ) • (1 : Matrix m m ℂ) := by
    simp only [sub_mul, mul_sub, Matrix.smul_mul, Matrix.mul_smul, one_mul, mul_one]
    push_cast
    module
  have h1 : (n * (1 - n)).trace.re = n.trace.re - (n * n).trace.re := by
    rw [mul_sub, mul_one, Matrix.trace_sub, Complex.sub_re]
  rw [hexp, h1, Matrix.trace_add, Matrix.trace_sub, Matrix.trace_smul, Matrix.trace_smul,
    Matrix.trace_one]
  simp only [smul_eq_mul, Complex.add_re, Complex.sub_re, Complex.re_ofReal_mul,
    Complex.natCast_re]
  linear_combination c * hc

/-- For a Hermitian occupation matrix with trace `N` on `d` orbitals, `tr n(1 - n)` is at
most `N(1 - N/d)`, with equality if and only if `n = (N/d) 1`. -/
theorem trace_le_and_eq_iff [Nonempty m] {n : Matrix m m ℂ} (hn : n.IsHermitian) :
    (n * (1 - n)).trace.re ≤
        electronNumber n * (1 - electronNumber n / (Fintype.card m : ℝ)) ∧
      ((n * (1 - n)).trace.re =
          electronNumber n * (1 - electronNumber n / (Fintype.card m : ℝ)) ↔
        n = equalOccupation (electronNumber n)) := by
  have h := trace_eq_sub_deviation hn
  have hrow : ∀ i ∈ Finset.univ, 0 ≤
      ∑ j, Complex.normSq ((n - equalOccupation (electronNumber n)) i j) :=
    fun i _ => Finset.sum_nonneg fun j _ => Complex.normSq_nonneg _
  have hpos := Finset.sum_nonneg hrow
  refine ⟨by linarith, fun e => ?_, fun e => ?_⟩
  · -- equality forces every entry of the deviation to vanish
    have hz : ∑ i, ∑ j,
        Complex.normSq ((n - equalOccupation (electronNumber n)) i j) = 0 := by linarith
    apply sub_eq_zero.mp
    ext i j
    have hi := (Finset.sum_eq_zero_iff_of_nonneg hrow).mp hz i (Finset.mem_univ i)
    have hij := (Finset.sum_eq_zero_iff_of_nonneg
      (fun j _ => Complex.normSq_nonneg _)).mp hi j (Finset.mem_univ j)
    exact Complex.normSq_eq_zero.mp hij
  · have hz : n - equalOccupation (electronNumber n) = 0 := sub_eq_zero.mpr e
    rw [hz] at h
    simp only [Matrix.zero_apply, map_zero, Finset.sum_const_zero, sub_zero] at h
    exact h

end

end EqualOccupationPenalty
```

The compiler's answer:

```
Main.lean:71:27: error: Function expected at
  n - equalOccupation (electronNumber n)
but this term has type
  ?m.119

Note: Expected a function because this term is being applied to the argument
  i
Main.lean:68:51: error: unsolved goals
m : Type u_1
inst✝² : Fintype m
inst✝¹ : DecidableEq m
inst✝ : Nonempty m
n : Matrix m m ℂ
hn : n.IsHermitian
h :
  (n * (1 - n)).trace.re =
    electronNumber n * (1 - electronNumber n / ↑(Fintype.card m)) -
      ∑ i, ∑ j, Complex.normSq ((n - equalOccupation (electronNumber n)) i j)
⊢ (n * (1 - n)).trace.re ≤ electronNumber n * (1 - electronNumber n / ↑(Fintype.card m)) ∧
    ((n * (1 - n)).trace.re = electronNumber n * (1 - electronNumber n / ↑(Fintype.card m)) ↔
      n = equalOccupation (electronNumber n))
```

Cause. The first error is in the statement of `hrow`, where the difference `n - equalOccupation (electronNumber n)` is applied to `i` and `j` to pick out an entry. The index type of `equalOccupation` is implicit, and its argument, a real number, does not determine it. When Lean comes to the application, the type of the difference is still the unknown `?m.119`, so Lean cannot tell that it is a matrix and can take indices. The second error follows from the first: the proof stops at `hrow`, and the whole goal is left open with only `h` added.

The ascription `: Matrix m m ℂ` gives the difference its type before it is applied. The first `hz` contains the same expression and gets the same ascription; moving its `linarith` to a new line is only layout. In `hij`, the repair also writes out the argument of `Complex.normSq_nonneg`, which had been left as `_`. Lean reported no error there, so the messages do not show whether that change was needed.

Fix (accepted with no message):

```diff
@@ -69,5 +69,5 @@
   have h := trace_eq_sub_deviation hn
   have hrow : ∀ i ∈ Finset.univ, 0 ≤
-      ∑ j, Complex.normSq ((n - equalOccupation (electronNumber n)) i j) :=
+      ∑ j, Complex.normSq ((n - equalOccupation (electronNumber n) : Matrix m m ℂ) i j) :=
     fun i _ => Finset.sum_nonneg fun j _ => Complex.normSq_nonneg _
   have hpos := Finset.sum_nonneg hrow
@@ -75,10 +75,13 @@
   · -- equality forces every entry of the deviation to vanish
     have hz : ∑ i, ∑ j,
-        Complex.normSq ((n - equalOccupation (electronNumber n)) i j) = 0 := by linarith
+        Complex.normSq ((n - equalOccupation (electronNumber n) : Matrix m m ℂ) i j) = 0 := by
+      linarith
     apply sub_eq_zero.mp
     ext i j
     have hi := (Finset.sum_eq_zero_iff_of_nonneg hrow).mp hz i (Finset.mem_univ i)
     have hij := (Finset.sum_eq_zero_iff_of_nonneg
-      (fun j _ => Complex.normSq_nonneg _)).mp hi j (Finset.mem_univ j)
+      (fun j _ => Complex.normSq_nonneg
+        ((n - equalOccupation (electronNumber n) : Matrix m m ℂ) i j))).mp hi j
+      (Finset.mem_univ j)
     exact Complex.normSq_eq_zero.mp hij
   · have hz : n - equalOccupation (electronNumber n) = 0 := sub_eq_zero.mpr e
```
